# For 2n spins one half, the singlet-pair products of distinct non-crossing perfect matchings are linearly independent

## Four spins are easy, but what about more?

Take four spins one half on sites 0, 1, 2, 3 and couple them into two singlets. Pairing 0-1 and 2-3 gives

\[
\tfrac12(\alpha\beta\alpha\beta-\alpha\beta\beta\alpha-\beta\alpha\alpha\beta+\beta\alpha\beta\alpha),
\]

and pairing 0-3 and 1-2 gives

\[
\tfrac12(\alpha\alpha\beta\beta-\alpha\beta\alpha\beta-\beta\alpha\beta\alpha+\beta\beta\alpha\alpha).
\]

The string \(\alpha\alpha\beta\beta\) occurs only in the second, so in a vanishing combination the second coefficient is zero, and then so is the first. With the smaller site first in every singlet, as here, the crossed pairing, 0-2 and 1-3, is just the sum of these two.

With more spins, the products from Rumer diagrams without crossings share many strings, and I can't pick a suitable one by eye. Is there a rule for which string to look at, and where does the absence of crossings enter?

## Leading strings fix the coefficients one at a time

Look at the string with \(\alpha\) at the smaller site of each pair, and take the pairings in order of the sum of their \(\alpha\) positions, smallest first. Non-crossing pairings all have different strings of this kind. The crossed pairing of four sites shares \(\alpha\alpha\beta\beta\) with the nested one, and there the method fails.

**Notation.** Let \(M\) be a perfect matching of the \(2n\) sites and \(M(i)\) the partner of site \(i\). Let \(\Psi_M(s)\) be the amplitude of the spin string \(s\) in the product of singlets \((\alpha\beta-\beta\alpha)/\sqrt2\), smaller site first. Write \(\ell_M\) for the leading string just described, and \(\mu(s)\) for the sum of the positions of the \(\alpha\) spins in \(s\).

**The leading string has the smallest sum.** If \(\Psi_M(s)\neq0\), every pair carries opposite spins, because a singlet has no \(\alpha\alpha\) or \(\beta\beta\) part. A pair \(a<b\) therefore adds either \(a\) or \(b\) to \(\mu(s)\), while it adds \(a\) to \(\mu(\ell_M)\). If \(s\neq\ell_M\), at least one pair adds the larger number, so

\[
\mu(\ell_M)<\mu(s).
\]

The leading string itself does occur, with \(\Psi_M(\ell_M)=2^{-n/2}\).

**The leading string determines a non-crossing matching.** Let \(M\) and \(K\) be non-crossing with \(\ell_M=\ell_K\). Then they have the same opening sites (smaller members) and the same closing sites (larger members). Suppose some closing site has different partners in the two, and let \(c\) be the first. Take \(K(c)<M(c)=a\); the other case is the same with \(M\) and \(K\) exchanged. Site \(a\) opens a pair in \(M\), hence also in \(K\), so \(d=K(a)>a\).

- If \(d<c\), then \(d\) is an earlier closing site, so \(M(d)=K(d)=a\). This gives \(d=M(a)=c\), a contradiction.
- If \(d=c\), then \(K(c)=a=M(c)\), a contradiction.
- If \(d>c\), then \(K(c)<a<c<d\), and \(K\) pairs the first with the third and the second with the fourth. That is a crossing.

So all closing sites have the same partners, and therefore all opening sites do too.

**Elimination.** Suppose \(\sum_K c_K\Psi_K=0\), where \(K\) runs over the non-crossing perfect matchings, with some coefficient non-zero. Among the matchings with \(c_K\neq0\), choose \(M\) with the smallest \(\mu(\ell_M)\), and evaluate the sum at \(\ell_M\). If another \(K\) with \(c_K\neq0\) had \(\Psi_K(\ell_M)\neq0\), then \(\ell_M\neq\ell_K\), because both matchings are non-crossing, and the first step would give \(\mu(\ell_K)<\mu(\ell_M)\), against the choice of \(M\). Only \(c_M\Psi_M(\ell_M)=0\) remains, so \(c_M=0\), a contradiction.

### What the Lean theorem says

`rumer_linearIndependent` states that, for every natural number `n`, the family of functions `pairProduct M.1`, indexed by the non-crossing perfect matchings of `2 * n` sites, is linearly independent over ℂ.

- `PerfectMatching N` is a map `partner` on `Fin N` that is its own inverse and fixes no site. Sites are numbered from 0.
- `NonCrossing` forbids sites \(a<b<c<d\) with \(a\) paired to \(c\) and \(b\) to \(d\). For sites placed in order on a circle, this is the usual Rumer condition that no chords cross.
- A spin string is a function `Fin N → Bool`, with `true` for \(\alpha\). A state is its complex amplitude function on strings.
- `pairProduct` runs over all sites but puts a singlet factor only at the smaller member of each pair, so each pair counts once. Reversing a singlet would change only a sign, which does not affect independence.
- `upMoment` is \(\mu\), a sum of positions and not a magnetic moment.

The second result, `crossed_eq_adjacent_add_nested`, is the four-spin identity from the question. It shows that independence fails for four spins if all three perfect matchings are admitted.

Independence is one half of the statement that Rumer diagrams give a basis of the singlet space; that they span this space is a separate matter, which the theorem leaves open. In valence-bond calculations, the result means that the overlap matrix of these spin functions is non-singular, for pure spin functions without their spatial part. The step to electrons is antisymmetrisation together with an orbital product, and the theorem says nothing about whether independence survives it, for instance when an orbital is doubly occupied.

```lean
import Mathlib

open Finset

namespace RumerDiagrams

noncomputable section

/-- A perfect matching of `N` sites: every site has a partner different from itself,
and the partner of the partner is the site itself. -/
@[ext]
structure PerfectMatching (N : ℕ) where
  partner : Fin N → Fin N
  partner_partner : ∀ i, partner (partner i) = i
  partner_ne : ∀ i, partner i ≠ i

/-- A matching is non-crossing if there are no sites `a < b < c < d` with `a` paired to `c`
and `b` paired to `d`. -/
def PerfectMatching.NonCrossing {N : ℕ} (M : PerfectMatching N) : Prop :=
  ∀ a b c d, a < b → b < c → c < d → M.partner a = c → M.partner b ≠ d

/-- Amplitudes of the normalised two-spin singlet `(αβ - βα)/√2`, with `true` for alpha
and `false` for beta. -/
def singletPair : Bool → Bool → ℂ
  | true, true => 0
  | true, false => ((Real.sqrt 2 : ℝ) : ℂ)⁻¹
  | false, true => -((Real.sqrt 2 : ℝ) : ℂ)⁻¹
  | false, false => 0

/-- The singlet-pair product of a matching, as an amplitude function on spin strings: one
singlet factor for each pair, with the smaller site first. -/
def pairProduct {N : ℕ} (M : PerfectMatching N) (s : Fin N → Bool) : ℂ :=
  ∏ i, if i < M.partner i then singletPair (s i) (s (M.partner i)) else 1

/-- The leading spin string of a matching: alpha at the smaller member of each pair, beta at
the larger. -/
def leading {N : ℕ} (M : PerfectMatching N) (i : Fin N) : Bool :=
  decide (i < M.partner i)

/-- The sum of the positions of the alpha spins in a spin string. -/
def upMoment {N : ℕ} (s : Fin N → Bool) : ℕ :=
  ∑ i, if s i then (i : ℕ) else 0

/-- In a spin string with non-zero amplitude in a singlet-pair product, paired sites carry
opposite spins. -/
theorem opposite_spins {N : ℕ} {M : PerfectMatching N} {s : Fin N → Bool}
    (h : pairProduct M s ≠ 0) (i : Fin N) : s i ≠ s (M.partner i) := by
  have hz : ∀ b, singletPair b b = 0 := by
    intro b
    cases b <;> rfl
  intro he
  apply h
  unfold pairProduct
  rcases lt_or_gt_of_ne (M.partner_ne i) with hlt | hgt
  · apply Finset.prod_eq_zero (Finset.mem_univ (M.partner i))
    rw [M.partner_partner, if_pos hlt, he, hz]
  · apply Finset.prod_eq_zero (Finset.mem_univ i)
    rw [if_pos hgt, he, hz]

/-- The leading spin string has non-zero amplitude in its own singlet-pair product. -/
theorem pairProduct_leading_ne_zero {N : ℕ} (M : PerfectMatching N) :
    pairProduct M (leading M) ≠ 0 := by
  unfold pairProduct
  refine Finset.prod_ne_zero_iff.2 (fun i _ => ?_)
  split_ifs with hi
  · have l1 : leading M i = true := by simp [leading, hi]
    have l2 : leading M (M.partner i) = false := by
      simp [leading, M.partner_partner, hi.le]
    rw [l1, l2]
    simp [singletPair]
  · exact one_ne_zero

/-- Triangularity: every other spin string that occurs in a singlet-pair product has a larger
sum of alpha positions than the leading string. -/
theorem upMoment_leading_lt {N : ℕ} {M : PerfectMatching N} {s : Fin N → Bool}
    (h : pairProduct M s ≠ 0) (hs : s ≠ leading M) :
    upMoment (leading M) < upMoment s := by
  -- twice the moment is a sum over sites of the moment of the pair at that site
  have dbl : ∀ u : Fin N → Bool, 2 * upMoment u = ∑ i, ((if u i then (i : ℕ) else 0) +
      (if u (M.partner i) then (M.partner i : ℕ) else 0)) := by
    intro u
    have e : ∑ i, (if u (M.partner i) then (M.partner i : ℕ) else 0) = upMoment u :=
      Equiv.sum_comp (⟨M.partner, M.partner, M.partner_partner, M.partner_partner⟩ :
        Fin N ≃ Fin N) (fun i => if u i then (i : ℕ) else 0)
    rw [Finset.sum_add_distrib, e, two_mul]
    rfl
  -- comparison within one pair
  have hp : ∀ j, ((if leading M j then (j : ℕ) else 0) +
        (if leading M (M.partner j) then (M.partner j : ℕ) else 0) ≤
      (if s j then (j : ℕ) else 0) + (if s (M.partner j) then (M.partner j : ℕ) else 0)) ∧
      (s j ≠ leading M j → (if leading M j then (j : ℕ) else 0) +
        (if leading M (M.partner j) then (M.partner j : ℕ) else 0) <
      (if s j then (j : ℕ) else 0) +
        (if s (M.partner j) then (M.partner j : ℕ) else 0)) := by
    intro j
    have hj := opposite_spins h j
    rcases lt_or_gt_of_ne (M.partner_ne j) with hlt | hgt
    · have l1 : leading M j = false := by simp [leading, hlt.le]
      have l2 : leading M (M.partner j) = true := by
        simp [leading, M.partner_partner, hlt]
      have hv : (M.partner j : ℕ) < (j : ℕ) := hlt
      rw [l1, l2]
      revert hj hv
      generalize s j = a, s (M.partner j) = b, (M.partner j : ℕ) = x, (j : ℕ) = y
      intro hj hv
      cases a <;> cases b <;> simp at hj ⊢
      omega
    · have l1 : leading M j = true := by simpa [leading] using hgt
      have l2 : leading M (M.partner j) = false := by
        simpa [leading, M.partner_partner] using hgt.le
      have hv : (j : ℕ) < (M.partner j : ℕ) := hgt
      rw [l1, l2]
      revert hj hv
      generalize s j = a, s (M.partner j) = b, (M.partner j : ℕ) = x, (j : ℕ) = y
      intro hj hv
      cases a <;> cases b <;> simp at hj ⊢
      omega
  obtain ⟨i, hi⟩ := Function.ne_iff.1 hs
  suffices 2 * upMoment (leading M) < 2 * upMoment s by omega
  rw [dbl (leading M), dbl s]
  exact Finset.sum_lt_sum (fun j _ => (hp j).1) ⟨i, Finset.mem_univ i, (hp i).2 hi⟩

/-- Two non-crossing perfect matchings with the same leading spin string are equal. -/
theorem eq_of_leading_eq {N : ℕ} {M K : PerfectMatching N} (hM : M.NonCrossing)
    (hK : K.NonCrossing) (h : leading M = leading K) : M = K := by
  have hL : ∀ i, i < M.partner i ↔ i < K.partner i := fun i => by
    simpa [leading] using congrFun h i
  have hC : ∀ i, M.partner i < i ↔ K.partner i < i := fun i =>
    ⟨fun hi => lt_of_le_of_ne (not_lt.1 fun q => lt_asymm hi ((hL i).2 q)) (K.partner_ne i),
     fun hi => lt_of_le_of_ne (not_lt.1 fun q => lt_asymm hi ((hL i).1 q)) (M.partner_ne i)⟩
  -- the first closing site at which the matchings differ would force a crossing
  have closers : ∀ c, M.partner c < c → K.partner c = M.partner c := by
    intro c
    induction c using WellFoundedLT.induction
    rename_i c ih
    intro hc
    by_contra hne
    rcases lt_or_gt_of_ne hne with hlt | hgt
    · have ho : M.partner c < K.partner (M.partner c) :=
        (hL _).1 (by rw [M.partner_partner]; exact hc)
      rcases lt_trichotomy (K.partner (M.partner c)) c with h1 | h1 | h1
      · have e := ih _ h1 ((hC _).2 (by rw [K.partner_partner]; exact ho))
        rw [K.partner_partner] at e
        have e2 := congrArg M.partner e
        rw [M.partner_partner, M.partner_partner] at e2
        exact h1.ne e2.symm
      · have e := congrArg K.partner h1
        rw [K.partner_partner] at e
        exact hne e.symm
      · exact hK _ _ _ _ hlt hc h1 (K.partner_partner c) rfl
    · have hb : K.partner c < c := (hC c).1 hc
      have ho : K.partner c < M.partner (K.partner c) :=
        (hL _).2 (by rw [K.partner_partner]; exact hb)
      rcases lt_trichotomy (M.partner (K.partner c)) c with h1 | h1 | h1
      · have e := ih _ h1 (by rw [M.partner_partner]; exact ho)
        rw [M.partner_partner] at e
        have e2 := congrArg K.partner e
        rw [K.partner_partner, K.partner_partner] at e2
        exact h1.ne e2
      · have e := congrArg M.partner h1
        rw [M.partner_partner] at e
        exact hne e
      · exact hM _ _ _ _ hgt hb h1 (M.partner_partner c) rfl
  refine PerfectMatching.ext (funext fun i => ?_)
  rcases lt_or_gt_of_ne (M.partner_ne i) with hi | hi
  · exact (closers i hi).symm
  · have e := closers (M.partner i) (by rw [M.partner_partner]; exact hi)
    rw [M.partner_partner] at e
    have e2 := congrArg K.partner e
    rwa [K.partner_partner] at e2

/-- For `2n` spins one half, the singlet-pair products of the distinct non-crossing perfect
matchings are linearly independent over the complex numbers. -/
theorem rumer_linearIndependent (n : ℕ) :
    LinearIndependent ℂ (fun M : {M : PerfectMatching (2 * n) // M.NonCrossing} =>
      pairProduct M.1) := by
  classical
  rw [linearIndependent_iff']
  intro t c hsum M₀ hM₀
  by_contra hc₀
  -- among the terms with non-zero coefficient, take one whose leading string has the least moment
  obtain ⟨M, hM, hmin⟩ := Finset.exists_min_image (t.filter (fun M => c M ≠ 0))
    (fun M => upMoment (leading M.1)) ⟨M₀, Finset.mem_filter.2 ⟨hM₀, hc₀⟩⟩
  rw [Finset.mem_filter] at hM
  have hval := congrFun hsum (leading M.1)
  simp only [Finset.sum_apply, Pi.smul_apply, smul_eq_mul, Pi.zero_apply] at hval
  -- at this leading string all other terms vanish
  have hone : ∑ K ∈ t, c K * pairProduct K.1 (leading M.1) =
      c M * pairProduct M.1 (leading M.1) := by
    refine Finset.sum_eq_single M (fun K hK hKM => ?_) (fun hn => absurd hM.1 hn)
    by_contra hprod
    have hle := hmin K (Finset.mem_filter.2 ⟨hK, left_ne_zero_of_mul hprod⟩)
    have hne : leading M.1 ≠ leading K.1 := fun e =>
      hKM (Subtype.ext (eq_of_leading_eq K.2 M.2 e.symm))
    exact absurd (upMoment_leading_lt (right_ne_zero_of_mul hprod) hne) (not_lt_of_ge hle)
  rw [hone] at hval
  exact mul_ne_zero hM.2 (pairProduct_leading_ne_zero M.1) hval

/-- The matching of four sites with pairs 0-1 and 2-3. -/
def adjacent : PerfectMatching 4 := ⟨![1, 0, 3, 2], by decide, by decide⟩

/-- The matching of four sites with pairs 0-3 and 1-2. -/
def nested : PerfectMatching 4 := ⟨![3, 2, 1, 0], by decide, by decide⟩

/-- The matching of four sites with pairs 0-2 and 1-3. -/
def crossed : PerfectMatching 4 := ⟨![2, 3, 0, 1], by decide, by decide⟩

/-- For four spins, the singlet-pair product of the crossed matching is the sum of those of
the adjacent and the nested matching. -/
theorem crossed_eq_adjacent_add_nested :
    pairProduct crossed = pairProduct adjacent + pairProduct nested := by
  funext s
  have h1 : pairProduct crossed s = singletPair (s 0) (s 2) * singletPair (s 1) (s 3) := by
    simp [pairProduct, crossed, Fin.prod_univ_four]
  have h2 : pairProduct adjacent s = singletPair (s 0) (s 1) * singletPair (s 2) (s 3) := by
    simp [pairProduct, adjacent, Fin.prod_univ_four]
  have h3 : pairProduct nested s = singletPair (s 0) (s 3) * singletPair (s 1) (s 2) := by
    simp [pairProduct, nested, Fin.prod_univ_four]
  rw [Pi.add_apply, h1, h2, h3]
  -- check the sixteen spin strings
  generalize s 0 = a, s 1 = b, s 2 = c, s 3 = d
  cases a <;> cases b <;> cases c <;> cases d <;> simp only [singletPair] <;> ring

end

end RumerDiagrams
```

```lean
#print axioms RumerDiagrams.rumer_linearIndependent
-- 'RumerDiagrams.rumer_linearIndependent' depends on axioms: [propext, Classical.choice, Quot.sound]
#print axioms RumerDiagrams.crossed_eq_adjacent_add_nested
-- 'RumerDiagrams.crossed_eq_adjacent_add_nested' depends on axioms: [propext, Classical.choice, Quot.sound]
```

### From the argument to the Lean proof

`opposite_spins` finds the zero factor when two partners carry equal spins; it sits at whichever of the two sites is smaller. `pairProduct_leading_ne_zero` checks that every factor is non-zero at the leading string.

`upMoment_leading_lt` is the comparison of position sums. Since the code sums over sites and not over pairs, the step `dbl` writes \(2\mu\) as a sum over sites of the contribution of the pair at that site. The step `hp` compares the two strings within one pair: it goes through the spin values with `cases`, and `omega` settles the remaining inequality between positions. `Finset.sum_lt_sum` then combines weak inequalities everywhere with a strict one at a site where the strings differ.

In `eq_of_leading_eq`, `hL` and `hC` say that the opening and closing sites agree. The step `closers` is the first-difference argument, written as a well-founded induction on \(c\). Its two uses of `lt_trichotomy` are the three cases for \(d\), once for each order of \(K(c)\) and \(M(c)\).

The main theorem starts from `linearIndependent_iff'`, which turns independence into a statement about finite vanishing sums. `Finset.exists_min_image` chooses the matching with the smallest leading sum, and `Finset.sum_eq_single` removes all other terms at its leading string. The four-spin identity is checked on all sixteen strings.

### The smallest sizes, and other pair functions

For \(n=0\) there is one empty matching and one empty string, and the product is the number 1, which is non-zero. For \(n=1\) the family is the single two-spin singlet.

The argument uses only two properties of the singlet: it vanishes on equal spins, and its \(\alpha\beta\) amplitude is non-zero. The same reasoning therefore applies to pairs \(p\,\alpha\beta+q\,\beta\alpha\), written with the smaller site first in every pair, with any \(p\neq0\), including the triplet component \((\alpha\beta+\beta\alpha)/\sqrt2\). This extension rests on the written argument, since the code treats the singlet alone.
